# The lowest exciton energy on a finite grid is nondecreasing and concave in B², and never exceeds its first-order diamagnetic and Landau estimates

Take an electron and a hole whose separation can have only two values, an inner and an outer one. Let s = B² and

T = [[1, −1], [−1, 1]],  V = diag(−2, 0),  D = diag(0, 2).

T moves the pair between the two points, V attracts it at the inner point, and sD raises the energy of the outer one. The lowest eigenvalue of T + V + sD is

E(s) = s − √((1 + s)² + 1).

Its slope, 1 − (1 + s)/√((1 + s)² + 1), is positive and decreases with s. It equals twice the weight of the ground state on the outer point: the field pushes the pair inwards, and a smaller pair responds less to further field.

For real symmetric T, V, D of any finite nonzero size, E(s) is still nondecreasing and concave if D is positive semidefinite, though not always strictly: D = 0 gives a constant. If V is also negative semidefinite, E(s) is at most the lowest eigenvalue of T + sD. For an effective-mass exciton in a plane, with a perpendicular field, zero relative angular momentum and zero pseudomomentum (the conserved total momentum of the pair in the field), D represents e²r²/(8μ) in SI units, where e is the elementary charge, r the electron-hole separation and μ the reduced mass. Its sign condition says that the diamagnetic energy is never negative; that of V says that the mean interaction energy is not positive in any state.

## States, energies and the Hamiltonian

The grid is a finite index type `n`, and a state is a real vector on it. Nothing in the code is specifically radial: the radial measure must already be absorbed into the vectors, so that the plain dot product x·y is the overlap.

In Lean 4 with Mathlib:

```lean
import Mathlib

open Matrix

namespace ExcitonDiamagneticShift

noncomputable section

variable {n : Type*} [Fintype n]
```

The expectation value is ⟨x, A x⟩ = x·(A x), without division by x·x.

```lean
/-- The expectation value `⟨x, A x⟩` of a real matrix `A` in the grid vector `x`. -/
def expect (A : Matrix n n ℝ) (x : n → ℝ) : ℝ := x ⬝ᵥ A *ᵥ x
```

An eigenstate satisfies ψ·ψ = 1 and A ψ = μ ψ; here μ is the eigenvalue.

```lean
/-- `ψ` is a normalised eigenvector of `A` with eigenvalue `μ`. -/
def IsEigenstate (A : Matrix n n ℝ) (μ : ℝ) (ψ : n → ℝ) : Prop :=
  ψ ⬝ᵥ ψ = 1 ∧ A *ᵥ ψ = μ • ψ
```

The lowest energy is defined as the infimum of these eigenvalues. That it is attained is proved below for symmetric matrices on a nonempty grid.

```lean
/-- The infimum of the real eigenvalues of `A`; for a symmetric matrix on a nonempty grid
it is the lowest eigenvalue. -/
def lowest (A : Matrix n n ℝ) : ℝ := sInf {μ | ∃ ψ, IsEigenstate A μ ψ}
```

The Hamiltonian is H(s) = T + V + sD, and E(s) is `lowest (exciton T V D s)`. The parameter s may be any real number, although B² covers only s ≥ 0. Linear Zeeman terms and a field-dependent V are left out.

```lean
/-- The exciton Hamiltonian `T + V + s D`: kinetic energy, electron-hole attraction and
diamagnetic term, with `s` the square of the magnetic field. -/
def exciton (T V D : Matrix n n ℝ) (s : ℝ) : Matrix n n ℝ := T + V + s • D
```

## The ground state minimises the energy

For a normalised eigenvector, ⟨ψ, A ψ⟩ = μ ψ·ψ = μ.

```lean
/-- In a normalised eigenvector the expectation value is the eigenvalue. -/
theorem IsEigenstate.expect_eq {A : Matrix n n ℝ} {μ : ℝ} {ψ : n → ℝ}
    (h : IsEigenstate A μ ψ) : expect A ψ = μ := by
  rw [expect, h.2, dotProduct_smul, h.1, smul_eq_mul, mul_one]
```

If A is symmetric, x·(A y) = y·(A x), so the two cross terms of a variation are equal:

⟨x + ty, A(x + ty)⟩ = ⟨x, A x⟩ + 2t y·(A x) + t²⟨y, A y⟩.

```lean
/-- Second-order expansion of the expectation value of a symmetric matrix when the state `x`
is varied by `t y`. -/
theorem expect_variation {A : Matrix n n ℝ} (hA : A.IsSymm) (x y : n → ℝ) (t : ℝ) :
    expect A (x + t • y) = expect A x + 2 * t * (y ⬝ᵥ A *ᵥ x) + t ^ 2 * expect A y := by
  have hs : x ⬝ᵥ A *ᵥ y = y ⬝ᵥ A *ᵥ x := by
    rw [Matrix.dotProduct_mulVec, ← Matrix.mulVec_transpose, hA.eq, dotProduct_comm]
  simp only [expect, Matrix.mulVec_add, Matrix.mulVec_smul, add_dotProduct, dotProduct_add,
    smul_dotProduct, dotProduct_smul, smul_eq_mul, hs]
  ring
```

The unit sphere is closed, bounded and nonempty, so the continuous expectation value has a minimiser ψ on it, with value m. Scaling extends the bound to every vector: m x·x ≤ ⟨x, A x⟩.

Now let φ = A ψ − m ψ be the residual, and insert x = ψ + tφ. The constant terms cancel, and φ·(A ψ) − m φ·ψ = φ·φ, which leaves

0 ≤ t²(⟨φ, A φ⟩ − m φ·φ) + 2t φ·φ for all real t.

A quadratic that is never negative has discriminant at most zero. Hence 4(φ·φ)² ≤ 0, so φ = 0 and ψ is an eigenvector. Every other eigenvalue is the expectation value of its own normalised eigenvector and is therefore at least m. In the code, `hray` is the scaled bound, `hquad` the quadratic inequality and `hleast` the last comparison.

```lean
/-- Variational principle: a real symmetric matrix on a nonempty grid has a normalised ground
state, and its lowest eigenvalue bounds every normalised expectation value from below. -/
theorem variational_principle [Nonempty n] {A : Matrix n n ℝ} (hA : A.IsSymm) :
    (∃ ψ, IsEigenstate A (lowest A) ψ) ∧ ∀ x, x ⬝ᵥ x = 1 → lowest A ≤ expect A x := by
  classical
  -- the unit sphere is compact, so the expectation value has a minimiser
  have hc : IsCompact {x : n → ℝ | x ⬝ᵥ x = 1} := by
    apply Metric.isCompact_of_isClosed_isBounded
    · refine isClosed_eq ?_ continuous_const
      simp only [dotProduct]
      fun_prop
    · refine (Metric.isBounded_closedBall (x := (0 : n → ℝ)) (r := 1)).subset ?_
      intro x hx
      have hx1 : ∑ i, x i * x i = 1 := hx
      rw [mem_closedBall_zero_iff, pi_norm_le_iff_of_nonneg zero_le_one]
      intro i
      have hi : x i * x i ≤ ∑ j, x j * x j :=
        Finset.single_le_sum (f := fun j => x j * x j)
          (fun j _ => mul_self_nonneg (x j)) (Finset.mem_univ i)
      rw [Real.norm_eq_abs]
      exact abs_le.mpr ⟨by nlinarith, by nlinarith⟩
  have hne : {x : n → ℝ | x ⬝ᵥ x = 1}.Nonempty :=
    ⟨Pi.single (Classical.arbitrary n) 1, by simp⟩
  have hcont : Continuous (expect A) := by
    unfold expect
    simp only [Matrix.mulVec, dotProduct]
    fun_prop
  obtain ⟨ψ, hψ, hmin⟩ := hc.exists_isMinOn hne hcont.continuousOn
  have hψ1 : ψ ⬝ᵥ ψ = 1 := hψ
  obtain ⟨m, hm⟩ : ∃ m, m = expect A ψ := ⟨_, rfl⟩
  have hunit : ∀ x, x ⬝ᵥ x = 1 → m ≤ expect A x := fun x hx => by
    rw [hm]
    exact isMinOn_iff.mp hmin x hx
  -- the bound for vectors of any length, by scaling
  have hray : ∀ x, m * (x ⬝ᵥ x) ≤ expect A x := by
    intro x
    by_cases h0 : x ⬝ᵥ x = 0
    · have hx : x = 0 := dotProduct_self_eq_zero.mp h0
      simp [hx, expect]
    · have hnn : 0 ≤ x ⬝ᵥ x := Finset.sum_nonneg fun i _ => mul_self_nonneg (x i)
      have hcN : (√(x ⬝ᵥ x))⁻¹ ^ 2 * (x ⬝ᵥ x) = 1 := by
        rw [inv_pow, Real.sq_sqrt hnn, inv_mul_cancel₀ h0]
      obtain ⟨c, hcdef⟩ : ∃ c, c = (√(x ⬝ᵥ x))⁻¹ := ⟨_, rfl⟩
      rw [← hcdef] at hcN
      have h1 : (c • x) ⬝ᵥ (c • x) = 1 := by
        simp only [smul_dotProduct, dotProduct_smul, smul_eq_mul]
        linear_combination hcN
      have h2 : expect A (c • x) = c ^ 2 * expect A x := by
        simp only [expect, Matrix.mulVec_smul, smul_dotProduct, dotProduct_smul, smul_eq_mul]
        ring
      have h3 := mul_le_mul_of_nonneg_right (hunit _ h1) hnn
      rw [h2] at h3
      calc m * (x ⬝ᵥ x) ≤ c ^ 2 * expect A x * (x ⬝ᵥ x) := h3
        _ = expect A x := by linear_combination expect A x * hcN
  -- varying the minimiser along its residual shows that the residual vanishes
  obtain ⟨φ, hφ⟩ : ∃ φ, φ = A *ᵥ ψ - m • ψ := ⟨_, rfl⟩
  have hq : φ ⬝ᵥ φ = φ ⬝ᵥ A *ᵥ ψ - m * (φ ⬝ᵥ ψ) := by
    have h : φ ⬝ᵥ φ = φ ⬝ᵥ (A *ᵥ ψ - m • ψ) := by rw [← hφ]
    rw [h, dotProduct_sub, dotProduct_smul, smul_eq_mul]
  have hquad : ∀ t : ℝ, 0 ≤ (expect A φ - m * (φ ⬝ᵥ φ)) * (t * t)
      + 2 * (φ ⬝ᵥ A *ᵥ ψ - m * (φ ⬝ᵥ ψ)) * t + 0 := by
    intro t
    have hn : (ψ + t • φ) ⬝ᵥ (ψ + t • φ) = 1 + 2 * t * (φ ⬝ᵥ ψ) + t ^ 2 * (φ ⬝ᵥ φ) := by
      simp only [add_dotProduct, dotProduct_add, smul_dotProduct, dotProduct_smul,
        smul_eq_mul, dotProduct_comm ψ φ, hψ1]
      ring
    have h := hray (ψ + t • φ)
    rw [expect_variation hA, hn, ← hm] at h
    linarith
  have hd := discrim_le_zero hquad
  rw [← hq, discrim] at hd
  have hq0 : φ ⬝ᵥ φ = 0 := by
    have h : (φ ⬝ᵥ φ) ^ 2 = 0 := le_antisymm (by linarith) (sq_nonneg _)
    exact pow_eq_zero_iff two_ne_zero |>.mp h
  have heig : IsEigenstate A m ψ :=
    ⟨hψ1, sub_eq_zero.mp (hφ.symm.trans (dotProduct_self_eq_zero.mp hq0))⟩
  have hleast : IsLeast {μ | ∃ χ, IsEigenstate A μ χ} m :=
    ⟨⟨ψ, heig⟩, fun μ ⟨χ, hχ⟩ => hχ.expect_eq ▸ hunit χ hχ.1⟩
  have hlow : lowest A = m := hleast.csInf_eq
  rw [hlow]
  exact ⟨⟨ψ, heig⟩, hunit⟩
```

## One ground state bounds the energy at every field

The expectation value of H(s) is linear in s:

⟨x, H(s) x⟩ = ⟨x, T x⟩ + ⟨x, V x⟩ + s⟨x, D x⟩.

```lean
/-- The expectation value of the exciton Hamiltonian is the sum of its three parts. -/
theorem expect_exciton (T V D : Matrix n n ℝ) (s : ℝ) (x : n → ℝ) :
    expect (exciton T V D s) x = expect T x + expect V x + s * expect D x := by
  simp only [expect, exciton, Matrix.add_mulVec, Matrix.smul_mulVec, dotProduct_add,
    dotProduct_smul, smul_eq_mul]
```

Let ψ be a ground state at s₀ and use it as a trial state at s:

E(s) ≤ ⟨ψ, H(s) ψ⟩ = E(s₀) + (s − s₀)⟨ψ, D ψ⟩.

This needs only symmetry and a nonempty grid.

In a field sweep, one diagonalisation and one expectation value of D give a line that bounds the lowest energy from above at all other fields. A computed energy above it, beyond rounding, cannot be the lowest eigenvalue of the same matrices; the solver may have followed an excited state.

```lean
variable [Nonempty n] {T V D : Matrix n n ℝ}

/-- For symmetric `T`, `V`, `D`, the ground state `ψ` at `s₀` gives a first-order upper bound
on the exciton energy at every other `s`. -/
theorem energy_le_tangent (hT : T.IsSymm) (hV : V.IsSymm) (hD : D.IsSymm) {s₀ : ℝ}
    {ψ : n → ℝ} (hψ : IsEigenstate (exciton T V D s₀) (lowest (exciton T V D s₀)) ψ) (s : ℝ) :
    lowest (exciton T V D s) ≤ lowest (exciton T V D s₀) + (s - s₀) * expect D ψ := by
  have h := (variational_principle ((hT.add hV).add (hD.smul s))).2 ψ hψ.1
  change lowest (exciton T V D s) ≤ expect (exciton T V D s) ψ at h
  have h0 := hψ.expect_eq
  rw [expect_exciton] at h h0
  linarith
```

Take s₁ < s₂ with ground states ψ₁, ψ₂, and use each as the trial state for the other:

E(s₂) ≤ E(s₁) + (s₂ − s₁)⟨ψ₁, D ψ₁⟩
E(s₁) ≤ E(s₂) − (s₂ − s₁)⟨ψ₂, D ψ₂⟩.

Adding these and dividing by s₂ − s₁ > 0 gives ⟨ψ₂, D ψ₂⟩ ≤ ⟨ψ₁, D ψ₁⟩. With D proportional to r², the mean square radius does not grow with the field. Degenerate ground states are allowed.

```lean
/-- Magnetic shrinkage: for symmetric `T`, `V`, `D`, the ground-state expectation value of the
diamagnetic matrix `D` does not increase when `s` grows. -/
theorem magnetic_shrinkage (hT : T.IsSymm) (hV : V.IsSymm) (hD : D.IsSymm) {s₁ s₂ : ℝ}
    (hs : s₁ < s₂) {ψ₁ ψ₂ : n → ℝ}
    (h₁ : IsEigenstate (exciton T V D s₁) (lowest (exciton T V D s₁)) ψ₁)
    (h₂ : IsEigenstate (exciton T V D s₂) (lowest (exciton T V D s₂)) ψ₂) :
    expect D ψ₂ ≤ expect D ψ₁ := by
  have a := energy_le_tangent hT hV hD h₁ s₂
  have b := energy_le_tangent hT hV hD h₂ s₁
  have h : (s₂ - s₁) * expect D ψ₂ ≤ (s₂ - s₁) * expect D ψ₁ := by linarith
  exact le_of_mul_le_mul_left h (sub_pos.mpr hs)
```

## Comparison with the pair without attraction

Let E_L(s) be the lowest eigenvalue of T + sD, the Landau energy of the relative motion on this grid, and φ now its normalised ground state. As a trial state for the exciton it gives

E(s) ≤ ⟨φ, (T + V + sD) φ⟩ = E_L(s) + ⟨φ, V φ⟩.

```lean
/-- For symmetric `T`, `V`, `D`, the exciton energy is at most the Landau energy plus the
expectation value of the attraction `V` in the Landau ground state `φ`. -/
theorem energy_le_landau_add (hT : T.IsSymm) (hV : V.IsSymm) (hD : D.IsSymm) {s : ℝ}
    {φ : n → ℝ} (hφ : IsEigenstate (T + s • D) (lowest (T + s • D)) φ) :
    lowest (exciton T V D s) ≤ lowest (T + s • D) + expect V φ := by
  have h := (variational_principle ((hT.add hV).add (hD.smul s))).2 φ hφ.1
  change lowest (exciton T V D s) ≤ expect (exciton T V D s) φ at h
  have h0 := hφ.expect_eq
  have e : T + s • D = exciton T 0 D s := by simp [exciton]
  have z : expect (0 : Matrix n n ℝ) φ = 0 := by simp [expect]
  rw [expect_exciton] at h
  nth_rewrite 1 [e] at h0
  rw [expect_exciton, z] at h0
  linarith
```

## The four properties together

The sign conditions enter as `hDpos` and `hVneg`, stated for all vectors.

Monotonicity: for s ≤ t, let ψ be a ground state at t. Then

E(s) ≤ E(t) − (t − s)⟨ψ, D ψ⟩ ≤ E(t).

Concavity: let a, b ≥ 0, a + b = 1 and u = as + bt, and let ψ be a ground state at u. Averaging its bounds at s and t gives

aE(s) + bE(t) ≤ E(u) + (as + bt − u)⟨ψ, D ψ⟩ = E(u).

First-order bound: s₀ = 0 gives E(s) ≤ E(0) + s⟨ψ₀, D ψ₀⟩ for every zero-field ground state ψ₀.

Landau bound: ⟨φ, V φ⟩ ≤ 0 gives E(s) ≤ E_L(s).

Both sign conditions matter already on a one-point grid. With T = V = 0 and D = −1, E(s) = −s decreases. With T = D = 0 and V = 1, E(s) = 1 lies above E_L(s) = 0.

```lean
/-- For symmetric `T`, `V`, `D` with `D` positive and `V` negative semidefinite, the exciton energy
is nondecreasing and concave in `s`, is at most its first-order diamagnetic estimate from any
zero-field ground state, and is at most the Landau energy. -/
theorem exciton_energy_in_field (hT : T.IsSymm) (hV : V.IsSymm) (hD : D.IsSymm)
    (hDpos : ∀ x, 0 ≤ expect D x) (hVneg : ∀ x, expect V x ≤ 0) :
    Monotone (fun s => lowest (exciton T V D s)) ∧
    ConcaveOn ℝ Set.univ (fun s => lowest (exciton T V D s)) ∧
    (∀ ψ₀, IsEigenstate (T + V) (lowest (T + V)) ψ₀ →
      ∀ s, lowest (exciton T V D s) ≤ lowest (T + V) + s * expect D ψ₀) ∧
    ∀ s, lowest (exciton T V D s) ≤ lowest (T + s • D) := by
  have ground : ∀ s, ∃ ψ, IsEigenstate (exciton T V D s) (lowest (exciton T V D s)) ψ :=
    fun s => (variational_principle ((hT.add hV).add (hD.smul s))).1
  refine ⟨?_, ⟨convex_univ, ?_⟩, ?_, ?_⟩
  · -- the tangent at the larger field has nonnegative slope
    intro s t hst
    obtain ⟨ψ, hψ⟩ := ground t
    have h := energy_le_tangent hT hV hD hψ s
    have h' := mul_nonneg (sub_nonneg.mpr hst) (hDpos ψ)
    change lowest (exciton T V D s) ≤ lowest (exciton T V D t)
    linarith
  · -- average the tangent bound at the intermediate field
    intro s _ t _ a b ha hb hab
    simp only [smul_eq_mul]
    obtain ⟨ψ, hψ⟩ := ground (a * s + b * t)
    have h1 := mul_le_mul_of_nonneg_left (energy_le_tangent hT hV hD hψ s) ha
    have h2 := mul_le_mul_of_nonneg_left (energy_le_tangent hT hV hD hψ t) hb
    refine (add_le_add h1 h2).trans (le_of_eq ?_)
    linear_combination
      (lowest (exciton T V D (a * s + b * t)) - (a * s + b * t) * expect D ψ) * hab
  · intro ψ₀ h₀ s
    have e : exciton T V D 0 = T + V := by simp [exciton]
    rw [← e] at h₀ ⊢
    have h := energy_le_tangent hT hV hD h₀ s
    rwa [sub_zero] at h
  · intro s
    obtain ⟨φ, hφ⟩ := (variational_principle (hT.add (hD.smul s))).1
    have h := energy_le_landau_add hT hV hD hφ
    linarith [hVneg φ]

end

end ExcitonDiamagneticShift
```

For a diamagnetic shift computed in this finite, single-pair model, the third property says that (E(s) − E(0))/s at s > 0 never exceeds ⟨ψ₀, D ψ₀⟩. If D represents e²r²/(8μ) with a known reduced mass μ, a root-mean-square radius inferred by equating this ratio to the mean of D can therefore come out too small, but not too large, compared with the zero-field one.

```lean
#print axioms ExcitonDiamagneticShift.magnetic_shrinkage
#print axioms ExcitonDiamagneticShift.exciton_energy_in_field
```

```
'ExcitonDiamagneticShift.magnetic_shrinkage' depends on axioms: [propext, Classical.choice, Quot.sound]
'ExcitonDiamagneticShift.exciton_energy_in_field' depends on axioms: [propext, Classical.choice, Quot.sound]
```
